# Semilocal functionals give no force, at any gradient order, between rigid, compactly supported densities with disjoint supports

## Could enough derivatives let one fragment feel another at a distance?

Suppose I call an energy functional semilocal whenever its energy density at a point is some real function of the electron density and its derivatives up to order $m$ at that same point. I put no limit on $m$ and don't insist on any of the usual gradient-corrected forms. I know that such functionals miss the dispersion attraction between well-separated fragments. But each further derivative tells me more about how the density behaves around the point, and a Taylor series built from enough of them can reach quite far. So why couldn't a functional with a very large $m$ pick up at least a weak attraction between two fragments that don't overlap?

## Derivatives of every order see only an arbitrarily small neighbourhood

It can't, if the two densities are held rigid and vanish outside closed, bounded regions that do not meet. All derivatives at a point are fixed by the density in a ball around that point, however small the ball. Raising $m$ extracts more information from the ball but does not make it larger. A Taylor series reaches further only for analytic functions, and a nonzero density that vanishes outside a bounded region is not analytic everywhere.

Write $D^k n(x)$ for the $k$-th derivative tensor of a density $n$ at $x$, and collect the first of them in the jet
$$j_n(x) = \bigl(n(x),\, Dn(x),\, \dots,\, D^m n(x)\bigr).$$
The semilocal energy is
$$E(n) = \int e\bigl(j_n(x)\bigr)\,dx, \qquad e(0)=0.$$
The condition $e(0)=0$ says that empty space carries no energy. Let $f$ and $g$ be the two fragment densities, each with an integrable energy density, and let $g_R(x) = g(x-R)$ be the second one displaced by $R$. The support of a density, written $\operatorname{supp}$, is the closure of the set where it is nonzero. Assume that $\operatorname{supp} f$ and $\operatorname{supp} g_R$ are disjoint.

**Jets vanish off the support.** If $x \notin \operatorname{supp} n$, then $n$ is zero on a whole ball around $x$, because the support is closed. Hence $n(x)$ and all its derivatives at $x$ are zero, so $j_n(x)=0$.

**The energy densities add at every point.** If $x \in \operatorname{supp} f$, then $x \notin \operatorname{supp} g_R$. Near $x$ the total density $f+g_R$ equals $f$, so
$$e(j_{f+g_R}(x)) = e(j_f(x)) = e(j_f(x)) + e(0) = e(j_f(x)) + e(j_{g_R}(x)).$$
If $x \notin \operatorname{supp} f$, the total density equals $g_R$ near $x$, and the same argument applies with the roles exchanged. This second case includes the points in neither support, where all the terms are zero.

**The displacement drops out.** By the chain rule $D^k g_R(x) = D^k g(x-R)$, so $j_{g_R}(x) = j_g(x-R)$. Integrating the sum and substituting $y = x-R$ in its second term gives
$$E(f+g_R) = \int e(j_f(x))\,dx + \int e(j_g(x-R))\,dx = E(f) + E(g).$$

**The force is zero.** The supports share a point $x$ exactly when $x \in \operatorname{supp} f$ and $y = x-R \in \operatorname{supp} g$, that is, when $R = x-y$ for such a pair. They are therefore disjoint exactly when $R$ lies outside the difference set
$$K = \operatorname{supp} f - \operatorname{supp} g.$$
If both supports are compact, so is $K$, and its complement is open. A separated $R$ then has a ball around it in which every displacement also keeps the fragments apart. The energy is constant on that ball, so its derivative with respect to the displacement vanishes at $R$, and so does the force.

**The interaction has finite range.** A compact $K$ is also bounded, so there is a number $L$ such that every $R$ with $\|R\| > L$ lies outside $K$. If $e$ is continuous and the fragments are $m$ times continuously differentiable, integrability comes for free: $x \mapsto e(j_f(x))$ is continuous and vanishes outside the compact support of $f$. The same holds for $g$. Beyond $L$ the pair energy is then exactly $E(f)+E(g)$, without even a small power-law tail.

## What the Lean statements say about the fragments

Space is a real normed space `V` with a translation-invariant volume, expressed by `IsAddHaarMeasure`. This includes the line and ordinary three-dimensional space. An element of `Jet V m` has one entry for each `k : Fin (m + 1)`, so `k` runs from $0$ to $m$. The entry is a continuous `k`-linear form on `V`, which for `k` equal to zero is just a number. The function `jet m n x` fills these entries with the derivatives of `n` at `x`, `shift g R` is $g_R$, and `energy e n` is $E(n)$. The closed support is `tsupport`.

The function `e : Jet V m → ℝ` is otherwise arbitrary in the additivity theorem. It need be neither continuous nor rotationally invariant. A gradient term such as $|\nabla n|^2/n$, set to zero where $n=0$, is therefore allowed as long as its integrability is supplied for each fragment. The densities are real functions, and positivity is not required.

There are four main results:

- `energy_add_shift` assumes `e 0 = 0`, integrable energy densities and disjoint closed supports, and concludes that the pair energy is the sum of the fragment energies. The right-hand side does not contain `R`. Compact support is not assumed here.
- `no_force` adds compact support of both fragments. It says that the map from the displacement `S` to the pair energy has derivative `0` at `R`, in all directions at once.
- `finite_range` takes continuous `e` and compactly supported, $m$ times continuously differentiable fragments, and yields the distance `L`.
- `energy_add_line` is additivity on the real line, with `e` a function of the ordinary derivatives $n, n', \dots, n^{(m)}$.

Smoothness is a hypothesis only in `finite_range` and the integrability lemma behind it. Lean assigns the value zero to a derivative that does not exist, so the other theorems have their intended physical meaning when the fragments are differentiable to order $m$.

The restrictions matter for the physics. The fragments are rigid: neither density relaxes when the other approaches. A density that decays exponentially without ever reaching zero has all of space as its support, so with any nonzero partner the hypothesis of disjoint supports fails at every `R`. The energy density depends on the total density and its derivatives alone, which leaves out the Hartree energy, an external potential, and functionals that use orbitals or an orbital kinetic-energy density.

Within these limits the result bears on density-functional and embedding calculations. For rigid, compactly supported fragments with disjoint supports and integrable energy densities, a semilocal exchange-correlation functional contributes no dispersion force, and the non-additive part $E(f+g_R)-E(f)-E(g)$ of a semilocal kinetic functional is zero.

```lean
import Mathlib

open MeasureTheory Topology
open scoped Pointwise

namespace SemilocalFragments

noncomputable section

variable {V : Type*} [NormedAddCommGroup V] [NormedSpace ℝ V] {m : ℕ}

/-- Families of one continuous `k`-linear form on `V` for each `k` from `0` to `m`. The value of a
density and its derivative tensors up to order `m` at a point form such a family. -/
abbrev Jet (V : Type*) [NormedAddCommGroup V] [NormedSpace ℝ V] (m : ℕ) : Type _ :=
  ∀ k : Fin (m + 1), ContinuousMultilinearMap ℝ (fun _ : Fin (k : ℕ) => V) ℝ

/-- The density `n` and its derivatives up to order `m`, taken at the point `x`. -/
def jet (m : ℕ) (n : V → ℝ) (x : V) : Jet V m :=
  fun k => iteratedFDeriv ℝ (k : ℕ) n x

/-- The fragment density `g` displaced by the vector `R`. -/
def shift (g : V → ℝ) (R : V) : V → ℝ := fun x => g (x - R)

/-- The semilocal energy: the integral over space of a function `e` of the density and its
derivatives up to order `m`. -/
def energy [MeasureSpace V] (e : Jet V m → ℝ) (n : V → ℝ) : ℝ :=
  ∫ x, e (jet m n x)

/-- Two densities that agree near a point have the same derivatives there. -/
theorem jet_congr {f g : V → ℝ} {x : V} (h : f =ᶠ[𝓝 x] g) : jet m f x = jet m g x := by
  funext k
  exact (Filter.EventuallyEq.iteratedFDeriv (𝕜 := ℝ) h (k : ℕ)).eq_of_nhds

/-- Outside the closed support of a density, the density and all its derivatives vanish. -/
theorem jet_eq_zero {f : V → ℝ} {x : V} (hx : x ∉ tsupport f) : jet m f x = 0 := by
  rw [jet_congr (notMem_tsupport_iff_eventuallyEq.mp hx)]
  funext k
  show iteratedFDeriv ℝ (k : ℕ) (fun _ : V => (0 : ℝ)) x = 0
  exact congrFun iteratedFDeriv_fun_zero x

/-- If `e` vanishes at zero arguments, the energy densities of two fragments with disjoint
closed supports add at every point. -/
theorem energyDensity_add (e : Jet V m → ℝ) (he : e 0 = 0) {f g : V → ℝ}
    (hd : Disjoint (tsupport f) (tsupport g)) (x : V) :
    e (jet m (f + g) x) = e (jet m f x) + e (jet m g x) := by
  by_cases hx : x ∈ tsupport f
  · -- near a point of the first fragment the second one is absent
    have hg : x ∉ tsupport g := fun h => Set.disjoint_left.mp hd hx h
    have h : f + g =ᶠ[𝓝 x] f := by
      filter_upwards [notMem_tsupport_iff_eventuallyEq.mp hg] with y hy
      simp [hy]
    rw [jet_congr h, jet_eq_zero hg, he, add_zero]
  · have h : f + g =ᶠ[𝓝 x] g := by
      filter_upwards [notMem_tsupport_iff_eventuallyEq.mp hx] with y hy
      simp [hy]
    rw [jet_congr h, jet_eq_zero hx, he, zero_add]

/-- The derivatives of a displaced density are the displaced derivatives. -/
theorem jet_shift (g : V → ℝ) (R x : V) : jet m (shift g R) x = jet m g (x - R) := by
  funext k
  show iteratedFDeriv ℝ (k : ℕ) (fun z => g (z - R)) x = iteratedFDeriv ℝ (k : ℕ) g (x - R)
  rw [iteratedFDeriv_comp_sub]

omit [NormedSpace ℝ V] in
/-- The closed supports of `f` and of `g` displaced by `R` are disjoint exactly when `R` is not
a difference between a point of the support of `f` and a point of the support of `g`. -/
theorem disjoint_shift_iff (f g : V → ℝ) (R : V) :
    Disjoint (tsupport f) (tsupport (shift g R)) ↔ R ∉ tsupport f - tsupport g := by
  have ht : tsupport (shift g R) = (fun x => x - R) ⁻¹' tsupport g :=
    tsupport_comp_eq_preimage g (Homeomorph.subRight R)
  rw [ht, Set.disjoint_left]
  constructor
  · rintro h ⟨x, hx, y, hy, rfl⟩
    exact h hx (by simpa using hy)
  · intro h x hx hy
    exact h ⟨x, hx, x - R, hy, sub_sub_cancel x R⟩

variable [MeasureSpace V] [BorelSpace V] [(volume : Measure V).IsAddHaarMeasure]

/-- Let `e` vanish at zero arguments and let `f` and `g` have integrable energy densities.
Whenever the closed supports of `f` and of `g` displaced by `R` are disjoint, the energy of the
pair is the sum of the energies of the fragments. -/
theorem energy_add_shift (e : Jet V m → ℝ) (he : e 0 = 0) {f g : V → ℝ}
    (hf : Integrable fun x => e (jet m f x)) (hg : Integrable fun x => e (jet m g x))
    {R : V} (hd : Disjoint (tsupport f) (tsupport (shift g R))) :
    energy e (f + shift g R) = energy e f + energy e g := by
  unfold energy
  simp_rw [energyDensity_add e he hd, jet_shift]
  -- the displaced energy density is integrable and has the same integral
  rw [integral_add hf (hg.comp_sub_right R),
    integral_sub_right_eq_self (fun x => e (jet m g x)) R]

/-- For compactly supported fragments with integrable energy densities, and `e` vanishing at
zero arguments, the derivative of the energy with respect to the displacement is zero at every
displacement where the closed supports are disjoint. -/
theorem no_force (e : Jet V m → ℝ) (he : e 0 = 0) {f g : V → ℝ}
    (hf : Integrable fun x => e (jet m f x)) (hg : Integrable fun x => e (jet m g x))
    (cf : HasCompactSupport f) (cg : HasCompactSupport g)
    {R : V} (hd : Disjoint (tsupport f) (tsupport (shift g R))) :
    HasFDerivAt (fun S => energy e (f + shift g S)) (0 : V →L[ℝ] ℝ) R := by
  have hK : IsCompact (tsupport f - tsupport g) := by
    rw [sub_eq_add_neg]
    exact IsCompact.add cf (IsCompact.neg cg)
  -- the fragments stay separated under small displacements
  have hn : (tsupport f - tsupport g)ᶜ ∈ 𝓝 R :=
    hK.isClosed.isOpen_compl.mem_nhds ((disjoint_shift_iff f g R).mp hd)
  refine (hasFDerivAt_const (energy e f + energy e g) R).congr_of_eventuallyEq ?_
  filter_upwards [hn] with S hS
  exact energy_add_shift e he hf hg ((disjoint_shift_iff f g S).mpr hS)

/-- If `e` is continuous and vanishes at zero arguments, every compactly supported density with
continuous derivatives up to order `m` has an integrable energy density. -/
theorem integrable_energyDensity (e : Jet V m → ℝ) (hc : Continuous e) (he : e 0 = 0)
    {f : V → ℝ} (sf : ContDiff ℝ m f) (cf : HasCompactSupport f) :
    Integrable fun x => e (jet m f x) := by
  have hj : Continuous (jet m f) := by
    refine continuous_pi fun k => ?_
    have hk : (k : ℕ) ≤ m := Nat.lt_succ_iff.mp k.isLt
    exact sf.continuous_iteratedFDeriv (by exact_mod_cast hk)
  refine (hc.comp hj).integrable_of_hasCompactSupport ?_
  refine HasCompactSupport.intro cf fun x hx => ?_
  show e (jet m f x) = 0
  rw [jet_eq_zero hx, he]

/-- For continuous `e` vanishing at zero arguments and compactly supported `m` times continuously
differentiable fragments, there is a finite distance beyond which the energy of the pair is
exactly the sum of the fragment energies. -/
theorem finite_range (e : Jet V m → ℝ) (hc : Continuous e) (he : e 0 = 0) {f g : V → ℝ}
    (sf : ContDiff ℝ m f) (sg : ContDiff ℝ m g)
    (cf : HasCompactSupport f) (cg : HasCompactSupport g) :
    ∃ L : ℝ, ∀ R : V, L < ‖R‖ → energy e (f + shift g R) = energy e f + energy e g := by
  have hK : IsCompact (tsupport f - tsupport g) := by
    rw [sub_eq_add_neg]
    exact IsCompact.add cf (IsCompact.neg cg)
  obtain ⟨L, hL⟩ := hK.isBounded.exists_norm_le
  refine ⟨L, fun R hR => energy_add_shift e he (integrable_energyDensity e hc he sf cf)
    (integrable_energyDensity e hc he sg cg) ((disjoint_shift_iff f g R).mpr fun h => ?_)⟩
  exact not_le_of_gt hR (hL R h)

/-- On the line, let `e(n, n', ..., n^(m))` vanish at zero arguments and be integrable for `f` and
for `g`. If the closed supports of `f` and `g(x - R)` are disjoint, their energies add. -/
theorem energy_add_line (e : (Fin (m + 1) → ℝ) → ℝ) (he : e 0 = 0) {f g : ℝ → ℝ}
    (hf : Integrable fun x => e fun k => iteratedDeriv (k : ℕ) f x)
    (hg : Integrable fun x => e fun k => iteratedDeriv (k : ℕ) g x)
    {R : ℝ} (hd : Disjoint (tsupport f) (tsupport fun x => g (x - R))) :
    ∫ x, e (fun k => iteratedDeriv (k : ℕ) (fun y => f y + g (y - R)) x) =
      (∫ x, e fun k => iteratedDeriv (k : ℕ) f x) +
        ∫ x, e fun k => iteratedDeriv (k : ℕ) g x :=
  -- an ordinary derivative is the derivative tensor evaluated on unit vectors
  energy_add_shift (V := ℝ) (m := m) (fun J => e fun k => J k fun _ => 1) he hf hg hd

end

end SemilocalFragments
```

```lean
#print axioms SemilocalFragments.no_force
#print axioms SemilocalFragments.integrable_energyDensity
#print axioms SemilocalFragments.finite_range
#print axioms SemilocalFragments.energy_add_line
```

```
'SemilocalFragments.no_force' depends on axioms: [propext, Classical.choice, Quot.sound]
'SemilocalFragments.integrable_energyDensity' depends on axioms: [propext, Classical.choice, Quot.sound]
'SemilocalFragments.finite_range' depends on axioms: [propext, Classical.choice, Quot.sound]
'SemilocalFragments.energy_add_line' depends on axioms: [propext, Classical.choice, Quot.sound]
```

## From neighbourhoods to the vanishing derivative in Lean

The locality of derivatives enters through `jet_congr`. Its hypothesis `f =ᶠ[𝓝 x] g` says that the two functions agree on some neighbourhood of `x`, and its conclusion is that their jets at `x` are equal. The lemma `jet_eq_zero` applies this to a density and the zero function, since a point outside `tsupport f` has a neighbourhood on which `f` is zero.

The pointwise addition is `energyDensity_add`. The line `by_cases hx : x ∈ tsupport f` makes the same division into two cases as above. In each case `filter_upwards` establishes that the total density agrees near `x` with one fragment. The closing rewrites replace the jet of the sum, set the absent fragment's jet to zero, and use `he` to remove its energy.

Two lemmas deal with the displacement. `jet_shift` is the chain rule for a translation, applied to each derivative order `k`. `disjoint_shift_iff` is the criterion $R \notin K$. It first identifies the support of the displaced density as the preimage of `tsupport g` under $x \mapsto x-R$, and then proves the two directions by writing $R$ as $x-y$.

In `energy_add_shift`, the `simp_rw` step turns the integrand into $e(j_f(x)) + e(j_g(x-R))$. Then `integral_add` splits the integral, which is where the integrability of both terms is used, and `integral_sub_right_eq_self` performs the substitution $y=x-R$.

For `no_force`, `hK` establishes that the difference set is compact, and `hn` that its complement is a neighbourhood of `R`. On this neighbourhood `energy_add_shift` shows that the energy equals the constant `energy e f + energy e g`. The step `congr_of_eventuallyEq` transfers the zero derivative of that constant to the pair energy.

The lemma `integrable_energyDensity` shows that the jet of an $m$ times continuously differentiable density is continuous, composes it with the continuous `e`, and uses compact support to obtain integrability. `finite_range` takes `L` from a norm bound on the difference set. If the supports met at some `R` with `L < ‖R‖`, then `R` would belong to that set and would have norm at most `L`, a contradiction.

The statement on the line follows from the general one with `V := ℝ`. There the ordinary `k`-th derivative is the derivative tensor evaluated on `k` copies of the number 1. The proof therefore passes `energy_add_shift` the function that evaluates each tensor in this way and then applies `e`. This function vanishes on the zero jet because `e` vanishes at zero arguments.
